# Capacities of one and two sinks joined to a source through a hub

The theorem `hubGraph_capacities` concerns a network of four sites in which the hub, site 1, is linked with unit conductance to each of the sites 0, 2 and 3, and there are no other links. The capacity of a set of sinks is the infimum of the Dirichlet energy, here the sum of the squared differences across the three links, over real profiles that are 0 at the source and 1 on the sinks. With site 0 as source, the theorem says that sites 2 and 3 have capacity 1/2 each when alone and 2/3 when both are sinks. The proof gets each upper bound from the energy of an explicit profile, and each lower bound from an inequality between squares that holds for every admissible profile.

In Lean, a first try:

```lean
import Mathlib

open Finset

namespace HubGraphCapacities

noncomputable section

variable {V : Type*} [Fintype V]

/-- The Dirichlet energy `(1/2) ∑ c_ij (h_i - h_j)²` of a profile `h` on a network with
conductances `c`. -/
def energy (c : V → V → ℝ) (h : V → ℝ) : ℝ :=
  (1 / 2) * ∑ i, ∑ j, c i j * (h i - h j) ^ 2

/-- A trial profile for the sink `A` and the source set `Z`: it is 1 on `A` and 0 on `Z`. -/
def Admissible (Z A : Set V) (h : V → ℝ) : Prop :=
  (∀ i ∈ A, h i = 1) ∧ ∀ i ∈ Z, h i = 0

/-- The capacity of the sink `A` relative to the source set `Z`, for `A` disjoint from `Z` and
nonnegative conductances: the infimum of the energy over all trial profiles. -/
def capacity (c : V → V → ℝ) (Z A : Set V) : ℝ :=
  sInf (energy c '' {h | Admissible Z A h})

/-- For nonnegative conductances, every trial profile gives an upper bound on the capacity. -/
theorem capacity_le {c : V → V → ℝ} (hc : ∀ i j, 0 ≤ c i j) {Z A : Set V} {h : V → ℝ}
    (hh : Admissible Z A h) : capacity c Z A ≤ energy c h := by
  refine csInf_le ⟨0, ?_⟩ ⟨h, hh, rfl⟩
  rintro _ ⟨f, _, rfl⟩
  exact mul_nonneg (by norm_num) (Finset.sum_nonneg fun i _ =>
    Finset.sum_nonneg fun j _ => mul_nonneg (hc i j) (sq_nonneg _))

/-- If the sink is disjoint from the source set, a number below the energy of every trial
profile is a lower bound on the capacity. -/
theorem le_capacity {c : V → V → ℝ} {Z A : Set V} (hA : Disjoint A Z) {m : ℝ}
    (hm : ∀ h, Admissible Z A h → m ≤ energy c h) : m ≤ capacity c Z A := by
  classical
  refine le_csInf ⟨_, fun i => if i ∈ A then 1 else 0, ⟨?_, ?_⟩, rfl⟩ ?_
  · intro i hi
    exact if_pos hi
  · intro i hi
    exact if_neg (Set.disjoint_right.1 hA hi)
  · rintro _ ⟨h, hh, rfl⟩
    exact hm h hh

/-- Four sites with unit conductances between the hub 1 and each of the sites 0, 2 and 3, and no
other links. -/
def hubGraph : Fin 4 → Fin 4 → ℝ :=
  ![![0, 1, 0, 0], ![1, 0, 1, 1], ![0, 1, 0, 0], ![0, 1, 0, 0]]

/-- On the hub graph with source 0, the sinks 2 and 3 have capacity 1/2 each when alone, and
capacity 2/3 when both are present. -/
theorem hubGraph_capacities :
    capacity hubGraph {0} {2} = 1 / 2 ∧ capacity hubGraph {0} {3} = 1 / 2 ∧
      capacity hubGraph {0} {2, 3} = 2 / 3 := by
  have hc : ∀ i j, 0 ≤ hubGraph i j := by
    intro i j
    fin_cases i <;> fin_cases j <;> simp [hubGraph]
  have hE : ∀ h, energy hubGraph h
      = (h 0 - h 1) ^ 2 + (h 2 - h 1) ^ 2 + (h 3 - h 1) ^ 2 := by
    intro h
    simp [energy, hubGraph, Fin.sum_univ_four]
    ring
  -- upper bounds from the harmonic profiles, lower bounds by completing the square
  refine ⟨le_antisymm ?_ ?_, le_antisymm ?_ ?_, le_antisymm ?_ ?_⟩
  · refine (capacity_le hc (h := ![0, 1 / 2, 1, 1 / 2]) ⟨by simp, by simp⟩).trans ?_
    rw [hE]
    norm_num
  · refine le_capacity (by simp) fun h hh => ?_
    rw [hE, hh.2 0 (by simp), hh.1 2 (by simp)]
    nlinarith [sq_nonneg (h 1 - 1 / 2), sq_nonneg (h 3 - h 1)]
  · refine (capacity_le hc (h := ![0, 1 / 2, 1 / 2, 1]) ⟨by simp, by simp⟩).trans ?_
    rw [hE]
    norm_num
  · refine le_capacity (by simp) fun h hh => ?_
    rw [hE, hh.2 0 (by simp), hh.1 3 (by simp)]
    nlinarith [sq_nonneg (h 1 - 1 / 2), sq_nonneg (h 2 - h 1)]
  · refine (capacity_le hc (h := ![0, 2 / 3, 1, 1]) ⟨by simp, by simp⟩).trans ?_
    rw [hE]
    norm_num
  · refine le_capacity (by simp) fun h hh => ?_
    rw [hE, hh.2 0 (by simp), hh.1 2 (by simp), hh.1 3 (by simp)]
    nlinarith [sq_nonneg (h 1 - 2 / 3)]

end

end HubGraphCapacities
```

Compiling this gives:

```
Main.lean:66:2: error: unsolved goals
case refine_1
hc : ∀ (i j : Fin 4), 0 ≤ hubGraph i j
hE : ∀ (h : Fin 4 → ℝ), energy hubGraph h = (h 0 - h 1) ^ 2 + (h 2 - h 1) ^ 2 + (h 3 - h 1) ^ 2
⊢ 1 / 4 + (![0, 1 / 2, 1, 1 / 2] 2 - 1 / 2) ^ 2 + (![0, 1 / 2, 1, 1 / 2] 3 - 1 / 2) ^ 2 ≤ 1 / 2
Main.lean:72:2: error: unsolved goals
case refine_3
hc : ∀ (i j : Fin 4), 0 ≤ hubGraph i j
hE : ∀ (h : Fin 4 → ℝ), energy hubGraph h = (h 0 - h 1) ^ 2 + (h 2 - h 1) ^ 2 + (h 3 - h 1) ^ 2
⊢ 1 / 4 + (![0, 1 / 2, 1 / 2, 1] 2 - 1 / 2) ^ 2 + (![0, 1 / 2, 1 / 2, 1] 3 - 1 / 2) ^ 2 ≤ 1 / 2
Main.lean:78:2: error: unsolved goals
case refine_5
hc : ∀ (i j : Fin 4), 0 ≤ hubGraph i j
hE : ∀ (h : Fin 4 → ℝ), energy hubGraph h = (h 0 - h 1) ^ 2 + (h 2 - h 1) ^ 2 + (h 3 - h 1) ^ 2
⊢ 4 / 9 + (![0, 2 / 3, 1, 1] 2 - 2 / 3) ^ 2 + (![0, 2 / 3, 1, 1] 3 - 2 / 3) ^ 2 ≤ 2 / 3
```

Diagnosis. The three errors are all in the upper bounds. After `rw [hE]` the goal is an inequality about the energy of an explicit profile, written as a vector such as `![0, 1 / 2, 1, 1 / 2]` applied to the indices 0 to 3. Mathlib has ordinary simp lemmas for the entries at 0 and 1, and `norm_num` uses them, which gives the `1 / 4` or `4 / 9` in the messages. Entries at later numeral indices are evaluated by a simproc, a simplification procedure that `simp` runs but `norm_num` does not. Terms such as `![0, 1 / 2, 1, 1 / 2] 2` therefore stayed in the goal, and `norm_num` stopped with the inequality unproved.

The repair puts a `change` before each `norm_num`, which restates the goal with all the entries written out as numbers. Lean accepts this because each entry of the vector equals the number by definition. What remains is an inequality between explicit fractions, and `norm_num` proves it.

As a diff, the version that Lean accepts:

```diff
@@ -66,4 +66,5 @@
   · refine (capacity_le hc (h := ![0, 1 / 2, 1, 1 / 2]) ⟨by simp, by simp⟩).trans ?_
     rw [hE]
+    change ((0 : ℝ) - 1 / 2) ^ 2 + (1 - 1 / 2) ^ 2 + (1 / 2 - 1 / 2) ^ 2 ≤ 1 / 2
     norm_num
   · refine le_capacity (by simp) fun h hh => ?_
@@ -72,4 +73,5 @@
   · refine (capacity_le hc (h := ![0, 1 / 2, 1 / 2, 1]) ⟨by simp, by simp⟩).trans ?_
     rw [hE]
+    change ((0 : ℝ) - 1 / 2) ^ 2 + (1 / 2 - 1 / 2) ^ 2 + (1 - 1 / 2) ^ 2 ≤ 1 / 2
     norm_num
   · refine le_capacity (by simp) fun h hh => ?_
@@ -78,4 +80,5 @@
   · refine (capacity_le hc (h := ![0, 2 / 3, 1, 1]) ⟨by simp, by simp⟩).trans ?_
     rw [hE]
+    change ((0 : ℝ) - 2 / 3) ^ 2 + (1 - 2 / 3) ^ 2 + (1 - 2 / 3) ^ 2 ≤ 2 / 3
     norm_num
   · refine le_capacity (by simp) fun h hh => ?_
```
